# Doubling the hop rate out of the reflecting end site gives the exact mean passage time L²/(2D) for free diffusion on a uniform grid

To estimate how long a diffusing particle takes to reach a target, I divide the interval into $N$ steps of length $h=L/N$, give every nearest-neighbour hop the rate $D/h^2$, and integrate the survival probability over time. One end reflects, the other absorbs, and I start at the reflecting end. With $N=50$ my answer is 2% above the continuum value $L^2/(2D)$. A colleague doubles one rate only, the hop out of the reflecting site, and gets the continuum value even on very coarse grids. The hop back into that site is not doubled. Is this a lucky cancellation, or is it the right boundary condition?

## The reflecting site owns half a cell

It is the right boundary condition if the wall is at site 0. The cell around that site then has width $h/2$, so occupation $p_0$ means density $2p_0/h$. The flux to site 1 is $D(2p_0/h-p_1/h)/h$: rate $2D/h^2$ outward, $D/h^2$ back. Equal rates instead describe a full cell, with the wall at $-h/2$.

For one-dimensional diffusion without a force and with constant $D$, this choice removes the grid error in the mean passage time from any grid site to the absorbing end. A master-equation or kinetic Monte Carlo calculation of that time is left with only integration or sampling error.

## Mean times from every site

Let $k=DN^2/L^2$ be the grid rate, $a=\alpha k$ the outward rate at site 0 with $\alpha>0$, and $T_n$ the mean time from site $n$ to site $N$. Then $T_N=0$ and

$$a(T_1-T_0)=-1,\qquad k(T_{n+2}-T_{n+1})+k(T_n-T_{n+1})=-1,$$

the second for sites $n+1<N$. The differences $d_n=T_n-T_{n+1}$ obey $d_0=1/a$ and $d_{n+1}=d_n+1/k$, so $d_n=1/a+n/k$. Summing from $n$ to $N-1$,

$$T_n=(N-n)\left(\frac1a+\frac{N+n-1}{2k}\right).$$

At site 0, using $N^2/k=L^2/D$,

$$T_0=\frac{L^2}{2D}\left(1+\frac{2/\alpha-1}{N}\right).$$

Equal rates, $\alpha=1$, give the factor $1+1/N$, which is your 2%. The correction vanishes only for $\alpha=2$. Then $T_n=(N^2-n^2)/(2k)=(L^2-x^2)/(2D)$ at $x=nL/N$.

In the continuum, the mean time $\tau(x)$ from position $x$ to the absorbing end obeys $D\tau''=-1$ with $\tau'(0)=0$, so $D\tau'=-x$. With $\tau(L)=0$, a second integration gives $\tau(x)=(L^2-x^2)/(2D)$, the same profile.

## From mean-time equations to the survival integral

You compute $\int_0^\infty S\,dt$, where $S(t)=\sum_{n<N}p_n(t)$ is the survival probability. To connect it with $T_n$, let $F(t)=\sum_{n<N}T_np_n(t)$ be the average remaining time. A hop from $n$ to $n'$ changes $F$ at the rate $p_n$ times the hop rate times $T_{n'}-T_n$. Collecting hops by departure site and using the equations for $T_n$ gives

$$F'=-\sum_{n<N}p_n=-S.$$

With $C=\sum_{n<N}T_n$, we have $0\le F\le CS$, hence $F'\le-F/C$ and $F(t)\le F(0)e^{-t/C}\to0$. Therefore $\int_0^tS\,ds=F(0)-F(t)\to F(0)=T_m$ for a walker started at site $m$.

```lean
import Mathlib

open Filter Topology Finset

namespace GridPassageTime

noncomputable section

/-- Net gain of probability per unit time at each site of a chain with outward rate `a` at
site 0 and all other nearest-neighbour hop rates equal to `k`. -/
def netRate (a k : ℝ) (q : ℕ → ℝ) : ℕ → ℝ
  | 0 => k * q 1 - a * q 0
  | 1 => a * q 0 + k * q 2 - 2 * k * q 1
  | n + 2 => k * q (n + 1) + k * q (n + 3) - 2 * k * q (n + 2)

/-- `p n t` is the probability that a walker started at site `m` is at site `n` at time `t`,
not yet absorbed at site `N`: it obeys the master equation on the sites below `N`. -/
structure Occupation (a k : ℝ) (N m : ℕ) (p : ℕ → ℝ → ℝ) : Prop where
  nonneg : ∀ n, n < N → ∀ t, 0 ≤ t → 0 ≤ p n t
  start : ∀ n, n < N → p n 0 = if n = m then 1 else 0
  absorbed : ∀ t, 0 ≤ t → p N t = 0
  master : ∀ n, n < N → ∀ t, 0 ≤ t → HasDerivAt (p n) (netRate a k (fun j => p j t) n) t

/-- The mean passage time is `τ`: the survival probability, integrated from time 0 to time `t`,
tends to `τ` as `t` grows. -/
def HasMeanPassageTime (N : ℕ) (p : ℕ → ℝ → ℝ) (τ : ℝ) : Prop :=
  Tendsto (fun t => ∫ s in (0 : ℝ)..t, ∑ n ∈ range N, p n s) atTop (𝓝 τ)

/-- Closed expression for the mean time to reach site `N` from site `n ≤ N`, for positive rates `a`
and `k`. -/
def siteTime (a k : ℝ) (N n : ℕ) : ℝ :=
  ((N : ℝ) - n) * (1 / a + ((N : ℝ) + n - 1) / (2 * k))

/-- Hop rate `D N² / L²` of a grid with spacing `L / N` and diffusion constant `D`,
for `L ≠ 0`. -/
def hopRate (D L : ℝ) (N : ℕ) : ℝ := D * (N : ℝ) ^ 2 / L ^ 2

/-- For nonzero rates the closed expression solves the mean-time equations at the reflecting
site and at the interior sites. -/
theorem siteTime_backward {a k : ℝ} (ha : a ≠ 0) (hk : k ≠ 0) (N : ℕ) :
    a * (siteTime a k N 1 - siteTime a k N 0) = -1 ∧
    ∀ n, k * (siteTime a k N (n + 2) - siteTime a k N (n + 1))
      + k * (siteTime a k N n - siteTime a k N (n + 1)) = -1 := by
  constructor
  · unfold siteTime
    push_cast
    field_simp
    ring
  · intro n
    unfold siteTime
    push_cast
    field_simp
    ring

/-- If `T` solves the mean-time equations, and both `T` and the occupations `q` vanish at the
absorbing site `N`, then under the master equation the sum of `T n * q n` over the sites below `N`
decreases at a rate equal to the surviving probability. -/
theorem mean_remaining_time_balance {a k : ℝ} {T q : ℕ → ℝ} {N : ℕ} (hN : 0 < N)
    (h0 : a * (T 1 - T 0) = -1)
    (h1 : ∀ n, k * (T (n + 2) - T (n + 1)) + k * (T n - T (n + 1)) = -1)
    (hT : T N = 0) (hq : q N = 0) :
    ∑ n ∈ range N, T n * netRate a k q n = -∑ n ∈ range N, q n := by
  -- summation by parts leaves only a boundary term
  have key : ∀ M, ∑ n ∈ range (M + 2), (T n * netRate a k q n + q n)
      = k * (T (M + 1) * q (M + 2) - T (M + 2) * q (M + 1)) := by
    intro M
    induction M with
    | zero =>
      have h : k * (T 2 - T 1) + k * (T 0 - T 1) = -1 := h1 0
      simp only [zero_add, sum_range_succ, sum_range_zero, netRate]
      linear_combination q 0 * h0 + q 1 * h
    | succ M ih =>
      have h : k * (T (M + 3) - T (M + 2)) + k * (T (M + 1) - T (M + 2)) = -1 := h1 (M + 1)
      change ∑ n ∈ range (M + 2 + 1), (T n * netRate a k q n + q n)
        = k * (T (M + 2) * q (M + 3) - T (M + 3) * q (M + 2))
      rw [sum_range_succ, ih]
      simp only [netRate]
      linear_combination q (M + 2) * h
  rcases N with _ | _ | M
  · omega
  · have hT' : T 1 = 0 := hT
    have hq' : q 1 = 0 := hq
    simp only [zero_add, sum_range_one, netRate]
    linear_combination q 0 * h0 - a * q 0 * hT' + k * T 0 * hq'
  · have hT' : T (M + 2) = 0 := hT
    have hq' : q (M + 2) = 0 := hq
    have h := key M
    rw [sum_add_distrib] at h
    change ∑ n ∈ range (M + 2), T n * netRate a k q n = -∑ n ∈ range (M + 2), q n
    linear_combination h + k * T (M + 1) * hq' - k * q (M + 1) * hT'

/-- A non-negative store `F` drained at a continuous rate `S`, with `F ≤ C S` for some `C > 0`,
empties completely: the integrated drain tends to the initial content. -/
theorem integrated_drain {F S : ℝ → ℝ} {C : ℝ} (hC : 0 < C)
    (hd : ∀ t, 0 ≤ t → HasDerivAt F (-S t) t) (hF : ∀ t, 0 ≤ t → 0 ≤ F t)
    (hle : ∀ t, 0 ≤ t → F t ≤ C * S t) (hS : ContinuousOn S (Set.Ici 0)) :
    Tendsto (fun t => ∫ s in (0 : ℝ)..t, S s) atTop (𝓝 (F 0)) := by
  have hg : ∀ t, 0 ≤ t → HasDerivAt (fun s => F s * Real.exp (s / C))
      (-S t * Real.exp (t / C) + F t * (Real.exp (t / C) * (1 / C))) t := fun t ht =>
    (hd t ht).fun_mul ((hasDerivAt_id' t).div_const C).exp
  -- the content decays at least as fast as exp (-t / C)
  have anti : AntitoneOn (fun s => F s * Real.exp (s / C)) (Set.Ici 0) := by
    refine antitoneOn_of_deriv_nonpos (convex_Ici 0)
      (fun t ht => (hg t ht).continuousAt.continuousWithinAt)
      (fun t ht => (hg t (interior_subset ht)).differentiableAt.differentiableWithinAt) ?_
    intro t ht
    have h0 : 0 ≤ t := interior_subset ht
    have h1 : F t / C ≤ S t := by
      rw [div_le_iff₀ hC]
      linarith [hle t h0]
    rw [(hg t h0).deriv, show -S t * Real.exp (t / C) + F t * (Real.exp (t / C) * (1 / C))
      = (F t / C - S t) * Real.exp (t / C) by ring]
    exact mul_nonpos_of_nonpos_of_nonneg (by linarith) (Real.exp_pos _).le
  have hexp : Tendsto (fun t => F 0 * Real.exp (-(t / C))) atTop (𝓝 0) := by
    have h := (Real.tendsto_exp_neg_atTop_nhds_zero.comp
      (tendsto_id.atTop_div_const hC)).const_mul (F 0)
    rw [mul_zero] at h
    exact h
  have hlim : Tendsto F atTop (𝓝 0) := by
    refine squeeze_zero' ((eventually_ge_atTop 0).mono hF) ?_ hexp
    filter_upwards [eventually_ge_atTop 0] with t ht
    have h : F t * Real.exp (t / C) ≤ F 0 * Real.exp (0 / C) :=
      anti (Set.mem_Ici.mpr le_rfl) (Set.mem_Ici.mpr ht) ht
    rw [zero_div, Real.exp_zero, mul_one] at h
    rw [Real.exp_neg, ← div_eq_mul_inv, le_div_iff₀ (Real.exp_pos _)]
    exact h
  have h := hlim.const_sub (F 0)
  rw [sub_zero] at h
  refine h.congr' ?_
  filter_upwards [eventually_ge_atTop 0] with t ht
  have hsub : ∀ s ∈ Set.uIcc 0 t, 0 ≤ s := fun s hs => by
    rw [Set.uIcc_of_le ht] at hs
    exact hs.1
  rw [intervalIntegral.integral_eq_sub_of_hasDerivAt (f := fun s => -F s)
    (fun s hs => (hd s (hsub s hs)).fun_neg.congr_deriv (neg_neg _))
    (hS.mono hsub).intervalIntegrable]
  ring

/-- For positive rates, a walker started at site `m < N` has mean passage time
`siteTime a k N m` to site `N`. -/
theorem mean_passage_time {a k : ℝ} (ha : 0 < a) (hk : 0 < k) {N m : ℕ} (hm : m < N)
    {p : ℕ → ℝ → ℝ} (hp : Occupation a k N m p) :
    HasMeanPassageTime N p (siteTime a k N m) := by
  have hpos : ∀ n ∈ range N, 0 < siteTime a k N n := by
    intro n hn
    have h1 : (n : ℝ) + 1 ≤ N := by exact_mod_cast mem_range.mp hn
    have h2 : (0 : ℝ) ≤ n := n.cast_nonneg
    exact mul_pos (by linarith) (add_pos_of_pos_of_nonneg (by positivity)
      (div_nonneg (by linarith) (by positivity)))
  obtain ⟨h0, h1⟩ := siteTime_backward ha.ne' hk.ne' N
  have hstart : ∑ n ∈ range N, siteTime a k N n * p n 0 = siteTime a k N m := by
    rw [sum_eq_single_of_mem m (mem_range.mpr hm)]
    · simp [hp.start m hm]
    · intro n hn hne
      simp [hp.start n (mem_range.mp hn), hne]
  rw [← hstart]
  refine integrated_drain (F := fun t => ∑ n ∈ range N, siteTime a k N n * p n t)
    (S := fun t => ∑ n ∈ range N, p n t) (sum_pos hpos ⟨m, mem_range.mpr hm⟩) ?_ ?_ ?_ ?_
  · intro t ht
    have h : HasDerivAt (fun s => ∑ n ∈ range N, siteTime a k N n * p n s)
        (∑ n ∈ range N, siteTime a k N n * netRate a k (fun j => p j t) n) t :=
      HasDerivAt.fun_sum fun n hn => (hp.master n (mem_range.mp hn) t ht).const_mul _
    exact h.congr_deriv (mean_remaining_time_balance (by omega) h0 h1
      (by simp [siteTime]) (hp.absorbed t ht))
  · exact fun t ht => sum_nonneg fun n hn =>
      mul_nonneg (hpos n hn).le (hp.nonneg n (mem_range.mp hn) t ht)
  · intro t ht
    simp only [mul_sum]
    exact sum_le_sum fun n hn => mul_le_mul_of_nonneg_right
      (single_le_sum (f := siteTime a k N) (fun i hi => (hpos i hi).le) hn)
      (hp.nonneg n (mem_range.mp hn) t ht)
  · exact fun t ht => (HasDerivAt.fun_sum fun n hn =>
      hp.master n (mem_range.mp hn) t ht).continuousAt.continuousWithinAt

/-- If the outward rate at site 0 is `α > 0` times the grid hop rate, the mean passage time
from site 0 is `(L²/2D) (1 + (2/α - 1)/N)`, for positive `D`, `L` and `N`. -/
theorem boundary_factor {D L α : ℝ} (hD : 0 < D) (hL : 0 < L) (hα : 0 < α) {N : ℕ}
    (hN : 0 < N) {p : ℕ → ℝ → ℝ}
    (hp : Occupation (α * hopRate D L N) (hopRate D L N) N 0 p) :
    HasMeanPassageTime N p (L ^ 2 / (2 * D) * (1 + (2 / α - 1) / N)) := by
  have hN' : (0 : ℝ) < N := by exact_mod_cast hN
  have hk : 0 < hopRate D L N := by unfold hopRate; positivity
  convert mean_passage_time (mul_pos hα hk) hk hN hp using 1
  unfold siteTime hopRate
  push_cast
  field_simp
  ring

/-- With equal hop rates everywhere, the mean passage time from the reflecting site is
`(L²/2D) (1 + 1/N)`, for positive `D`, `L` and `N`. -/
theorem uniform_grid {D L : ℝ} (hD : 0 < D) (hL : 0 < L) {N : ℕ} (hN : 0 < N)
    {p : ℕ → ℝ → ℝ} (hp : Occupation (hopRate D L N) (hopRate D L N) N 0 p) :
    HasMeanPassageTime N p (L ^ 2 / (2 * D) * (1 + 1 / N)) := by
  have h := boundary_factor (α := 1) hD hL one_pos hN (by rwa [one_mul])
  rwa [show (2 : ℝ) / 1 - 1 = 1 by norm_num] at h

/-- For positive `D`, `L`, `N` and `α`, the mean passage time from site 0 equals `L²/(2D)`
exactly when the outward rate at site 0 is doubled, `α = 2`. -/
theorem exact_iff_doubled {D L α : ℝ} (hD : 0 < D) (hL : 0 < L) (hα : 0 < α) {N : ℕ}
    (hN : 0 < N) {p : ℕ → ℝ → ℝ}
    (hp : Occupation (α * hopRate D L N) (hopRate D L N) N 0 p) :
    HasMeanPassageTime N p (L ^ 2 / (2 * D)) ↔ α = 2 := by
  have h := boundary_factor hD hL hα hN hp
  constructor
  · intro h'
    have e := tendsto_nhds_unique h' h
    have hc : L ^ 2 / (2 * D) ≠ 0 := by positivity
    have e1 : 1 + (2 / α - 1) / (N : ℝ) = 1 :=
      mul_left_cancel₀ hc (by rw [mul_one]; exact e.symm)
    have e2 : (2 / α - 1) / (N : ℝ) = 0 := by linarith
    rcases div_eq_zero_iff.mp e2 with e3 | e3
    · have e4 : 2 / α = 1 := by linarith
      rw [div_eq_one_iff_eq hα.ne'] at e4
      exact e4.symm
    · exact absurd e3 (by exact_mod_cast hN.ne')
  · intro h2
    rw [h2, show (2 : ℝ) / 2 - 1 = 0 by norm_num, zero_div, add_zero, mul_one] at h
    exact h

/-- With the outward rate at site 0 doubled, the mean passage time from any site `m < N`, at
position `x = m L / N`, is `(L² - x²)/(2D)`, for positive `D` and `L`. -/
theorem doubled_profile {D L : ℝ} (hD : 0 < D) (hL : 0 < L) {N m : ℕ} (hm : m < N)
    {p : ℕ → ℝ → ℝ} (hp : Occupation (2 * hopRate D L N) (hopRate D L N) N m p) :
    HasMeanPassageTime N p ((L ^ 2 - (m * L / N) ^ 2) / (2 * D)) := by
  have hN' : (0 : ℝ) < N := by exact_mod_cast (Nat.zero_le m).trans_lt hm
  have hk : 0 < hopRate D L N := by unfold hopRate; positivity
  convert mean_passage_time (mul_pos two_pos hk) hk hm hp using 1
  unfold siteTime hopRate
  field_simp
  ring

/-- For positive `D` and `L`, any solution of the continuum mean-time equation `D τ'' = -1` on
`[0, L]` with `τ' = 0` at 0 and `τ = 0` at `L` is `τ(x) = (L² - x²)/(2D)` on that interval. -/
theorem continuum_profile {D L : ℝ} (hD : 0 < D) (hL : 0 < L) {τ σ : ℝ → ℝ}
    (hτ : ∀ x ∈ Set.Icc 0 L, HasDerivWithinAt τ (σ x) (Set.Icc 0 L) x)
    (hσ : ∀ x ∈ Set.Icc 0 L, HasDerivWithinAt (fun y => D * σ y) (-1) (Set.Icc 0 L) x)
    (h0 : σ 0 = 0) (hend : τ L = 0) :
    ∀ x ∈ Set.Icc 0 L, τ x = (L ^ 2 - x ^ 2) / (2 * D) := by
  have const : ∀ f : ℝ → ℝ, (∀ x ∈ Set.Icc 0 L, HasDerivWithinAt f 0 (Set.Icc 0 L) x) →
      ∀ x ∈ Set.Icc 0 L, ∀ y ∈ Set.Icc 0 L, f x = f y := by
    intro f hf x hx y hy
    have h := Convex.norm_image_sub_le_of_norm_hasDerivWithin_le (f' := fun _ => (0 : ℝ))
      (C := 0) hf (fun _ _ => by simp) (convex_Icc 0 L) hy hx
    rw [zero_mul] at h
    exact sub_eq_zero.mp (norm_le_zero_iff.mp h)
  -- first integration: D τ' = -x
  have h1 : ∀ x ∈ Set.Icc 0 L, D * σ x + x = 0 := by
    intro x hx
    have h := const (fun y => D * σ y + y) (fun y hy =>
      ((hσ y hy).fun_add (hasDerivAt_id' y).hasDerivWithinAt).congr_deriv (by norm_num))
      x hx 0 ⟨le_rfl, hL.le⟩
    simpa [h0] using h
  -- second integration
  intro x hx
  have h : D * τ x + x ^ 2 / 2 = D * τ L + L ^ 2 / 2 :=
    const (fun y => D * τ y + y ^ 2 / 2) (fun y hy =>
      (((hτ y hy).const_mul D).fun_add
        ((hasDerivAt_pow 2 y).hasDerivWithinAt.div_const 2)).congr_deriv (by
          norm_num
          linarith [h1 y hy])) x hx L ⟨hL.le, le_rfl⟩
  rw [eq_div_iff (by positivity)]
  linear_combination 2 * h + 2 * D * hend

/-- Explicit occupations of sites 0 and 1 for a walker started at site 0 and absorbed at site 2,
with outward rate `2k` at site 0 and all other hop rates equal to `k > 0`. -/
def twoSite (k : ℝ) : ℕ → ℝ → ℝ
  | 0, t => Real.exp (-2 * k * t) * Real.cosh (√2 * k * t)
  | 1, t => √2 * (Real.exp (-2 * k * t) * Real.sinh (√2 * k * t))
  | _, _ => 0

/-- For `k > 0` the functions `twoSite k` are the occupation probabilities of a walker started
at site 0, with `N = 2` and outward rate `2k` at site 0. -/
theorem occupation_witness {k : ℝ} (hk : 0 < k) : Occupation (2 * k) k 2 0 (twoSite k) := by
  have he : ∀ t, HasDerivAt (fun s => Real.exp (-2 * k * s))
      (Real.exp (-2 * k * t) * (-2 * k * 1)) t := fun t =>
    ((hasDerivAt_id' t).const_mul (-2 * k)).exp
  have hl : ∀ t, HasDerivAt (fun s => √2 * k * s) (√2 * k * 1) t := fun t =>
    (hasDerivAt_id' t).const_mul (√2 * k)
  have h2 : √2 * √2 = (2 : ℝ) := Real.mul_self_sqrt (by norm_num)
  refine ⟨?_, ?_, fun t _ => rfl, ?_⟩
  · intro n hn t ht
    interval_cases n
    · exact mul_nonneg (Real.exp_pos _).le (Real.cosh_pos _).le
    · exact mul_nonneg (Real.sqrt_nonneg _) (mul_nonneg (Real.exp_pos _).le
        (Real.sinh_nonneg_iff.mpr (by positivity)))
  · intro n hn
    interval_cases n <;> simp [twoSite]
  · intro n hn t _
    interval_cases n
    · exact ((he t).fun_mul (hl t).cosh).congr_deriv (by
        simp only [netRate, twoSite]
        ring)
    · exact (((he t).fun_mul (hl t).sinh).const_mul √2).congr_deriv (by
        simp only [netRate, twoSite]
        linear_combination k * Real.exp (-2 * k * t) * Real.cosh (√2 * k * t) * h2)

end

end GridPassageTime
```

```lean
#print axioms GridPassageTime.uniform_grid
#print axioms GridPassageTime.exact_iff_doubled
#print axioms GridPassageTime.doubled_profile
#print axioms GridPassageTime.continuum_profile
```

```
'GridPassageTime.uniform_grid' depends on axioms: [propext, Classical.choice, Quot.sound]
'GridPassageTime.exact_iff_doubled' depends on axioms: [propext, Classical.choice, Quot.sound]
'GridPassageTime.doubled_profile' depends on axioms: [propext, Classical.choice, Quot.sound]
'GridPassageTime.continuum_profile' depends on axioms: [propext, Classical.choice, Quot.sound]
```

## What the Lean theorems say

`netRate a k q` is the right-hand side of the master equation. `Occupation a k N m p` says that the functions `p n t` are non-negative, start at site `m`, vanish at site `N`, and obey that equation below `N` for all $t\ge0$. Thus `p N t` is not the accumulated absorbed probability; its being zero means that nothing returns from the target. `HasMeanPassageTime N p τ` says that the survival integral up to time $t$ tends to `τ`.

For positive $D$, $L$, $N$ and $\alpha$, `boundary_factor` gives the formula for $T_0$, `uniform_grid` the case $\alpha=1$, and `exact_iff_doubled` the equivalence with $\alpha=2$. `doubled_profile` treats every starting site $m<N$. `continuum_profile` shows that any solution of the stated boundary-value problem has the quadratic form on $[0,L]$; the equation itself is taken as given.

The occupations are a hypothesis, not constructed for general $N$. `occupation_witness` supplies them explicitly for $N=2$, start at site 0 and doubled outward rate. The grid result concerns the mean alone: at $N=1$ the passage time is exponentially distributed, unlike in the continuum.

## How the Lean proof is built

`siteTime_backward` checks the closed form for $T_n$ by clearing denominators with `field_simp` and finishing with `ring`. `mean_remaining_time_balance` proves $F'=-S$ as an algebraic identity: induction on the number of sites leaves one boundary term, which vanishes because $T_N=p_N=0$. The case $N=1$ is done separately.

`integrated_drain` shows that $F(t)e^{t/C}$ never increases, squeezes $F$ to zero, and applies the fundamental theorem of calculus. `mean_passage_time` combines these three results with $C=\sum_{n<N}T_n$.

The grid formulas follow by substituting the rates. For the equivalence, uniqueness of limits turns two values of the same mean time into an equation for $\alpha$. The continuum proof shows that $D\tau'+x$ and then $D\tau+x^2/2$ are constant, which are the two integrations above.
